# A matrix that commutes with the Dirac matrix β and anticommutes with every α_k is a multiple of β

In the standard representation of the Dirac matrices, let `M` be a complex 4 × 4 matrix that commutes with β and anticommutes with each of the three matrices α_k. The theorem states that `M` equals its upper left entry times β; `M` need not be invertible, unitary or normalised, and it may be zero. The proof compares matrix entries: the relation with β makes the entries between upper and lower components vanish, and the relations with the α_k remove the remaining off-diagonal entries and fix the diagonal up to one common factor. The last step checks all sixteen entries against those of `M 0 0 • diracBeta`.

Lean 4 with Mathlib refuses this proof:

```lean
import Mathlib

open Matrix

namespace DiracParity

noncomputable section

/-- The three Dirac matrices `α_0, α_1, α_2` (x, y and z axes) in the standard representation. -/
def diracAlpha : Fin 3 → Matrix (Fin 4) (Fin 4) ℂ
  | 0 => !![0, 0, 0, 1; 0, 0, 1, 0; 0, 1, 0, 0; 1, 0, 0, 0]
  | 1 => !![0, 0, 0, -Complex.I; 0, 0, Complex.I, 0; 0, -Complex.I, 0, 0; Complex.I, 0, 0, 0]
  | 2 => !![0, 0, 1, 0; 0, 0, 0, -1; 1, 0, 0, 0; 0, -1, 0, 0]

/-- The Dirac matrix `β` in the standard representation. -/
def diracBeta : Matrix (Fin 4) (Fin 4) ℂ :=
  !![1, 0, 0, 0; 0, 1, 0, 0; 0, 0, -1, 0; 0, 0, 0, -1]

/-- A matrix that commutes with `β` and anticommutes with every `α_k` is its upper left
entry times `β`. -/
theorem eq_smul_beta_of_relations {M : Matrix (Fin 4) (Fin 4) ℂ}
    (hβ : M * diracBeta = diracBeta * M)
    (hα : ∀ k, M * diracAlpha k = -(diracAlpha k * M)) : M = M 0 0 • diracBeta := by
  have hb (i j : Fin 4) : (M * diracBeta) i j = (diracBeta * M) i j := by rw [hβ]
  have ha (k : Fin 3) (i j : Fin 4) :
      (M * diracAlpha k) i j = -((diracAlpha k * M) i j) := by simp [hα k]
  have key {z : ℂ} (h : -z = z) : z = 0 := by linear_combination (-1 / 2) * h
  -- `β` forbids mixing of upper and lower components
  simp only [Matrix.mul_apply, Fin.sum_univ_four] at hb ha
  have b02 : M 0 2 = 0 := key (by simpa [diracBeta] using hb 0 2)
  have b03 : M 0 3 = 0 := key (by simpa [diracBeta] using hb 0 3)
  have b12 : M 1 2 = 0 := key (by simpa [diracBeta] using hb 1 2)
  have b13 : M 1 3 = 0 := key (by simpa [diracBeta] using hb 1 3)
  have b20 : M 2 0 = 0 := key (by simpa [diracBeta] using (hb 2 0).symm)
  have b21 : M 2 1 = 0 := key (by simpa [diracBeta] using (hb 2 1).symm)
  have b30 : M 3 0 = 0 := key (by simpa [diracBeta] using (hb 3 0).symm)
  have b31 : M 3 1 = 0 := key (by simpa [diracBeta] using (hb 3 1).symm)
  -- the `α_k` tie the two diagonal blocks together
  have x1 : M 0 1 = -M 3 2 := by simpa [diracAlpha] using ha 0 0 2
  have x2 : M 0 0 = -M 3 3 := by simpa [diracAlpha] using ha 0 0 3
  have x3 : M 1 1 = -M 2 2 := by simpa [diracAlpha] using ha 0 1 2
  have x4 : M 1 0 = -M 2 3 := by simpa [diracAlpha] using ha 0 1 3
  have z1 : M 0 0 = -M 2 2 := by simpa [diracAlpha] using ha 2 0 2
  have y1 : M 0 1 * Complex.I = Complex.I * M 3 2 := by simpa [diracAlpha] using ha 1 0 2
  have y2 : -(M 1 0 * Complex.I) = -(Complex.I * M 2 3) := by
    simpa [diracAlpha] using ha 1 1 3
  have y1' : M 0 1 = M 3 2 := by
    linear_combination (-Complex.I) * y1 + (M 0 1 - M 3 2) * Complex.I_sq
  have y2' : M 1 0 = M 2 3 := by
    linear_combination Complex.I * y2 + (M 1 0 - M 2 3) * Complex.I_sq
  have d01 : M 0 1 = 0 := by linear_combination (x1 + y1') / 2
  have d32 : M 3 2 = 0 := by linear_combination (x1 - y1') / 2
  have d10 : M 1 0 = 0 := by linear_combination (x4 + y2') / 2
  have d23 : M 2 3 = 0 := by linear_combination (x4 - y2') / 2
  have d11 : M 1 1 = M 0 0 := by linear_combination x3 - z1
  have d22 : M 2 2 = -M 0 0 := by linear_combination -z1
  have d33 : M 3 3 = -M 0 0 := by linear_combination -x2
  ext i j
  fin_cases i <;> fin_cases j <;>
    simp [diracBeta, b02, b03, b12, b13, b20, b21, b30, b31, d01, d32, d10, d23, d11, d22, d33]

end

end DiracParity
```

Lean reports:

```
Main.lean:56:34: error: ring failed, ring expressions not equal
M : Matrix (Fin 4) (Fin 4) ℂ
hβ : M * diracBeta = diracBeta * M
hα : ∀ (k : Fin 3), M * diracAlpha k = -(diracAlpha k * M)
key : ∀ {z : ℂ}, -z = z → z = 0
hb :
  ∀ (i j : Fin 4),
    M i 0 * diracBeta 0 j + M i 1 * diracBeta 1 j + M i 2 * diracBeta 2 j + M i 3 * diracBeta 3 j =
      diracBeta i 0 * M 0 j + diracBeta i 1 * M 1 j + diracBeta i 2 * M 2 j + diracBeta i 3 * M 3 j
ha :
  ∀ (k : Fin 3) (i j : Fin 4),
    M i 0 * diracAlpha k 0 j + M i 1 * diracAlpha k 1 j + M i 2 * diracAlpha k 2 j + M i 3 * diracAlpha k 3 j =
      -(diracAlpha k i 0 * M 0 j + diracAlpha k i 1 * M 1 j + diracAlpha k i 2 * M 2 j + diracAlpha k i 3 * M 3 j)
b02 : M 0 2 = 0
b03 : M 0 3 = 0
b12 : M 1 2 = 0
b13 : M 1 3 = 0
b20 : M 2 0 = 0
b21 : M 2 1 = 0
b30 : M 3 0 = 0
b31 : M 3 1 = 0
x1 : M 0 1 = -M 3 2
x2 : M 0 0 = -M 3 3
x3 : M 1 1 = -M 2 2
x4 : M 1 0 = -M 2 3
z1 : M 0 0 = -M 2 2
y1 : M 0 1 * Complex.I = Complex.I * M 3 2
y2 : -(M 1 0 * Complex.I) = -(Complex.I * M 2 3)
y1' : M 0 1 = M 3 2
y2' : M 1 0 = M 2 3
d01 : M 0 1 = 0
d32 : M 3 2 = 0
d10 : M 1 0 = 0
d23 : M 2 3 = 0
d11 : M 1 1 = M 0 0
⊢ M 2 2 * 2 + M 0 0 * 2 = 0
Main.lean:57:34: error: ring failed, ring expressions not equal
M : Matrix (Fin 4) (Fin 4) ℂ
hβ : M * diracBeta = diracBeta * M
hα : ∀ (k : Fin 3), M * diracAlpha k = -(diracAlpha k * M)
key : ∀ {z : ℂ}, -z = z → z = 0
hb :
  ∀ (i j : Fin 4),
    M i 0 * diracBeta 0 j + M i 1 * diracBeta 1 j + M i 2 * diracBeta 2 j + M i 3 * diracBeta 3 j =
      diracBeta i 0 * M 0 j + diracBeta i 1 * M 1 j + diracBeta i 2 * M 2 j + diracBeta i 3 * M 3 j
ha :
  ∀ (k : Fin 3) (i j : Fin 4),
    M i 0 * diracAlpha k 0 j + M i 1 * diracAlpha k 1 j + M i 2 * diracAlpha k 2 j + M i 3 * diracAlpha k 3 j =
      -(diracAlpha k i 0 * M 0 j + diracAlpha k i 1 * M 1 j + diracAlpha k i 2 * M 2 j + diracAlpha k i 3 * M 3 j)
b02 : M 0 2 = 0
b03 : M 0 3 = 0
b12 : M 1 2 = 0
b13 : M 1 3 = 0
b20 : M 2 0 = 0
b21 : M 2 1 = 0
b30 : M 3 0 = 0
b31 : M 3 1 = 0
x1 : M 0 1 = -M 3 2
x2 : M 0 0 = -M 3 3
x3 : M 1 1 = -M 2 2
x4 : M 1 0 = -M 2 3
z1 : M 0 0 = -M 2 2
y1 : M 0 1 * Complex.I = Complex.I * M 3 2
y2 : -(M 1 0 * Complex.I) = -(Complex.I * M 2 3)
y1' : M 0 1 = M 3 2
y2' : M 1 0 = M 2 3
d01 : M 0 1 = 0
d32 : M 3 2 = 0
d10 : M 1 0 = 0
d23 : M 2 3 = 0
d11 : M 1 1 = M 0 0
d22 : M 2 2 = -M 0 0
⊢ M 3 3 * 2 + M 0 0 * 2 = 0
```

Diagnosis. Both errors are sign mistakes in the coefficients given to `linear_combination`. This tactic subtracts the supplied combination of equations from the goal and asks `ring1` to verify that what is left is an identity.

For `d22` the goal is `M 2 2 = -M 0 0`, and `z1` says `M 0 0 = -M 2 2`. With all terms moved to the left, both read `M 0 0 + M 2 2 = 0`, so the right coefficient is 1. The coefficient −1 in `-z1` makes the terms add instead of cancel, which leaves the reported `M 2 2 * 2 + M 0 0 * 2 = 0`. This does follow from `z1`, but it is not an identity in commutative rings, and `ring1` does not use hypotheses.

The failure of `d33` is the same, with `x2` and `M 3 3` in place of `z1` and `M 2 2`. Replacing `-z1` by `z1` and `-x2` by `x2` makes the terms cancel, and both steps close.

Lean accepts the file once it reads:

```diff
@@ -54,6 +54,6 @@
   have d23 : M 2 3 = 0 := by linear_combination (x4 - y2') / 2
   have d11 : M 1 1 = M 0 0 := by linear_combination x3 - z1
-  have d22 : M 2 2 = -M 0 0 := by linear_combination -z1
-  have d33 : M 3 3 = -M 0 0 := by linear_combination -x2
+  have d22 : M 2 2 = -M 0 0 := by linear_combination z1
+  have d33 : M 3 3 = -M 0 0 := by linear_combination x2
   ext i j
   fin_cases i <;> fin_cases j <;>
```
